# Half-widths add in the overlap of two Lorentzian spectral functions

An electronic level with a finite lifetime has a spectral function of half-width $g$ instead of a sharp energy. In an optical absorption experiment, light of frequency $w$ (with $\hbar=1$) couples energy $x$ to energy $x+w$, and the simplest Kubo diagram, the bubble, multiplies two such spectral functions and integrates over $x$. How wide is the resulting optical line? For Lorentzian levels, with occupation factors and current vertices left out, the line has half-width $2g$: the doubling is there before any vertex correction enters.

```lean
import Mathlib

open Filter Topology MeasureTheory
open scoped Real

namespace KuboBubble

noncomputable section
```

## The broadened level and the bubble

The spectral function of a level, with energy measured from its centre, is

$$A_g(x)=\frac{g/\pi}{x^2+g^2},\qquad g>0 .$$

It has unit area and peak height $1/(\pi g)$. The constant $g$ is postulated. It stands for the rate at which scattering damps the amplitude of the level, which is half the decay rate $2g$ of its occupation probability. It is taken to be independent of energy and is not computed from a self-energy. In Lean, `lorentzian g x` is defined for all real `g`; positivity enters as a hypothesis of each theorem.

```lean
/-- The Lorentzian spectral function of a quasiparticle with half-width `g > 0`, at energy `x`
measured from the centre of the line. -/
def lorentzian (g x : ℝ) : ℝ := (g / π) / (x ^ 2 + g ^ 2)
```

For half-widths $a,b>0$ the bubble is

$$B_{a,b}(w)=\int_{-\infty}^{\infty}A_a(x)\,A_b(x+w)\,dx .$$

`bubble a b w` is this integral over the whole real line, with no cutoff. It describes one pair of levels, without a momentum sum.

```lean
/-- The bubble at frequency `w`: the overlap integral of two spectral functions with half-widths
`a, b > 0`, one of them displaced by `w`. -/
def bubble (a b w : ℝ) : ℝ := ∫ x : ℝ, lorentzian a x * lorentzian b (x + w)
```

## The integral converges

Since $(x+w)^2+b^2\ge b^2$, the second factor never exceeds its peak height, so

$$0\le A_a(x)A_b(x+w)\le \frac{1}{\pi b}\,A_a(x).$$

The right-hand side is integrable, because

$$A_a(x)=\frac{1}{\pi a}\,\frac{1}{1+(x/a)^2}$$

is a rescaled copy of $1/(1+x^2)$. The proof obtains `hL` from this rescaling and then applies the comparison test `mono'`. The result matters because Lean assigns the value zero to the integral of a non-integrable function.

```lean
/-- For positive half-widths the integrand of the bubble is integrable over all energies. -/
theorem bubble_integrable {a b : ℝ} (ha : 0 < a) (hb : 0 < b) (w : ℝ) :
    Integrable (fun x : ℝ => lorentzian a x * lorentzian b (x + w)) := by
  have hpi := Real.pi_pos
  have hcont : ∀ g : ℝ, 0 < g → Continuous (lorentzian g) := fun g hg => by
    unfold lorentzian
    exact Continuous.div (by fun_prop) (by fun_prop) (fun x => by positivity)
  have hL : Integrable (lorentzian a) := by
    have h := (integrable_inv_one_add_sq.comp_div ha.ne').const_mul (1 / (π * a))
    refine h.congr (Eventually.of_forall fun x => ?_)
    have h1 : 1 + (x / a) ^ 2 = (x ^ 2 + a ^ 2) / a ^ 2 := by
      rw [div_pow, add_div, div_self (by positivity), add_comm]
    have h2 : x ^ 2 + a ^ 2 ≠ 0 := by positivity
    simp only [lorentzian, h1]
    field_simp
  -- one factor is bounded by its peak height, the other is integrable
  refine (hL.const_mul (1 / (π * b))).mono'
    ((hcont a ha).mul ((hcont b hb).comp (by fun_prop))).aestronglyMeasurable
    (Eventually.of_forall fun x => ?_)
  have h0 : 0 ≤ lorentzian a x := by unfold lorentzian; positivity
  have h1 : 0 ≤ lorentzian b (x + w) := by unfold lorentzian; positivity
  have h2 : lorentzian b (x + w) ≤ 1 / (π * b) := by
    unfold lorentzian
    rw [div_div, div_le_div_iff₀ (by positivity) (by positivity)]
    nlinarith [mul_nonneg hpi.le (sq_nonneg (x + w))]
  rw [Real.norm_of_nonneg (mul_nonneg h0 h1), mul_comm]
  exact mul_le_mul_of_nonneg_right h2 h0
```

## The arctangent as antiderivative

The chain rule gives

$$\frac{d}{dx}\arctan\frac{x+c}{a}=\frac{1/a}{1+\left(\frac{x+c}{a}\right)^2}=\frac{a}{(x+c)^2+a^2}.$$

```lean
/-- For `a > 0`, the slope of the phase `arctan ((x + c) / a)` is a Lorentzian profile
centred at `-c`. -/
theorem hasDerivAt_phase {a : ℝ} (ha : 0 < a) (c x : ℝ) :
    HasDerivAt (fun x : ℝ => Real.arctan ((x + c) / a)) (a / ((x + c) ^ 2 + a ^ 2)) x := by
  refine ((((hasDerivAt_id' x).add_const c).div_const a).arctan).congr_deriv ?_
  have h1 : 1 + ((x + c) / a) ^ 2 = ((x + c) ^ 2 + a ^ 2) / a ^ 2 := by
    rw [div_pow, add_div, div_self (by positivity), add_comm]
  have h2 : (x + c) ^ 2 + a ^ 2 ≠ 0 := by positivity
  rw [h1]
  field_simp
```

As $x$ goes from $-\infty$ to $+\infty$, $(x+c)/a$ does the same, since $a>0$. The arctangent therefore rises from $-\pi/2$ to $\pi/2$, a total change of $\pi$ whatever the values of $a$ and $c$.

```lean
/-- For `a > 0`, the phase `arctan ((x + c) / a)` runs from `-π/2` at energy `-∞` to `π/2`
at energy `+∞`. -/
theorem phase_limits {a : ℝ} (ha : 0 < a) (c : ℝ) :
    Tendsto (fun x : ℝ => Real.arctan ((x + c) / a)) atBot (𝓝 (-(π / 2))) ∧
    Tendsto (fun x : ℝ => Real.arctan ((x + c) / a)) atTop (𝓝 (π / 2)) :=
  ⟨(tendsto_nhds_of_tendsto_nhdsWithin Real.tendsto_arctan_atBot).comp
      ((tendsto_atBot_add_const_right _ c tendsto_id).atBot_div_const ha),
    (tendsto_nhds_of_tendsto_nhdsWithin Real.tendsto_arctan_atTop).comp
      ((tendsto_atTop_add_const_right _ c tendsto_id).atTop_div_const ha)⟩
```

## Adding the half-widths

The claim is $B_{a,b}(w)=A_{a+b}(w)$ for every real $w$. Write

$$P=x^2+a^2,\quad Q=(x+w)^2+b^2,\quad D_\pm=w^2+(a\pm b)^2 .$$

**Generic case, $D_-\neq0$.** Partial fractions give

$$\frac{1}{PQ}=\frac{1}{D_-D_+}\left[\frac{-2wx+w^2+b^2-a^2}{P}+\frac{2w(x+w)+w^2+a^2-b^2}{Q}\right].$$

To check this, put the bracket over the denominator $PQ$. In the numerator the powers $x^3$, $x^2$ and $x$ cancel, and the constant that remains is $(w^2+a^2+b^2)^2-4a^2b^2=D_-D_+$. With

$$K=\frac{ab}{\pi^2D_-D_+},\quad p=\frac{w^2+b^2-a^2}{a},\quad q=\frac{w^2+a^2-b^2}{b},$$

an antiderivative of $A_a(x)A_b(x+w)$ is

$$F(x)=K\left[w\ln\frac{Q}{P}+p\arctan\frac{x}{a}+q\arctan\frac{x+w}{b}\right].$$

Setting $u=1/x$ turns the ratio into

$$\frac{Q}{P}=\frac{(1+wu)^2+b^2u^2}{1+a^2u^2},$$

which tends to $1$ at both ends, so the logarithm contributes nothing. Each arctangent changes by $\pi$, and

$$p+q=\frac{(a+b)w^2+(a+b)(a-b)^2}{ab}=\frac{(a+b)D_-}{ab}.$$

Hence

$$B_{a,b}(w)=\pi K(p+q)=\frac{(a+b)/\pi}{w^2+(a+b)^2}=A_{a+b}(w).$$

**Degenerate case, $D_-=0$.** This means $w=0$ and $a=b$, where the formula for $K$ would divide by zero. The integrand is now $a^2/(\pi^2P^2)$, with antiderivative

$$F(x)=\frac{1}{2\pi^2}\,\frac{x}{P}+\frac{1}{2\pi^2a}\arctan\frac{x}{a},$$

because

$$F'(x)=\frac{a^2-x^2}{2\pi^2P^2}+\frac{1}{2\pi^2P}=\frac{a^2}{\pi^2P^2}.$$

The rational term vanishes at both ends, which leaves

$$B_{a,a}(0)=\frac{\pi}{2\pi^2a}=\frac{1}{2\pi a}=A_{2a}(0).$$

The Lean proof splits with `by_cases` on $D_-=0$ and treats the degenerate case first. In each branch `hlim` carries out the substitution $u=1/x$, `hd` states that $F$ has the right derivative, and `hbot` and `htop` collect the limits at the two ends. The fundamental theorem of calculus on the whole line, `integral_of_hasDerivAt_of_tendsto`, then evaluates the integral. The algebraic identities are settled by `field_simp` and `ring`.

```lean
/-- Half-widths add: the bubble of two Lorentzians with half-widths `a, b > 0` is the Lorentzian
with half-width `a + b`, at every real frequency. -/
theorem bubble_eq_lorentzian {a b : ℝ} (ha : 0 < a) (hb : 0 < b) (w : ℝ) :
    bubble a b w = lorentzian (a + b) w := by
  have hpi := Real.pi_pos
  have hint := bubble_integrable ha hb w
  by_cases h : w ^ 2 + (a - b) ^ 2 = 0
  · -- equal widths at zero frequency: the partial fractions degenerate
    have hw : w = 0 := by
      have : w ^ 2 = 0 := by linarith [sq_nonneg w, sq_nonneg (a - b)]
      exact pow_eq_zero_iff two_ne_zero |>.mp this
    have hab : b = a := by
      have : (a - b) ^ 2 = 0 := by linarith [sq_nonneg w, sq_nonneg (a - b)]
      linarith [pow_eq_zero_iff two_ne_zero |>.mp this]
    rw [hw, hab] at hint ⊢
    have hlim : ∀ l : Filter ℝ, Tendsto (fun x : ℝ => x⁻¹) l (𝓝 0) → (∀ᶠ x in l, x ≠ 0) →
        Tendsto (fun x : ℝ => x / (x ^ 2 + a ^ 2)) l (𝓝 0) := by
      intro l hl hne
      have hc : ContinuousAt (fun u : ℝ => u / (1 + a ^ 2 * u ^ 2)) 0 :=
        ContinuousAt.div (by fun_prop) (by fun_prop) (by norm_num)
      have ht : Tendsto (fun u : ℝ => u / (1 + a ^ 2 * u ^ 2)) (𝓝 0) (𝓝 0) := by
        simpa using hc.tendsto
      refine (ht.comp hl).congr' (hne.mono fun x hx => ?_)
      have h1 : x ^ 2 + a ^ 2 ≠ 0 := by positivity
      have h2 : 1 + a ^ 2 * x⁻¹ ^ 2 = (x ^ 2 + a ^ 2) / x ^ 2 := by field_simp
      simp only [Function.comp_apply, h2]
      field_simp
    have hd : ∀ x : ℝ, HasDerivAt (fun x : ℝ => 1 / (2 * π ^ 2) * (x / (x ^ 2 + a ^ 2))
        + 1 / (2 * π ^ 2 * a) * Real.arctan ((x + 0) / a))
        (lorentzian a x * lorentzian a (x + 0)) x := by
      intro x
      have hP : x ^ 2 + a ^ 2 ≠ 0 := by positivity
      have hq : HasDerivAt (fun x : ℝ => x / (x ^ 2 + a ^ 2))
          ((a ^ 2 - x ^ 2) / (x ^ 2 + a ^ 2) ^ 2) x := by
        refine ((hasDerivAt_id' x).fun_div
          (((hasDerivAt_id' x).fun_pow 2).add_const (a ^ 2)) hP).congr_deriv ?_
        congr 1
        simp only [Nat.cast_ofNat, Nat.reduceSub, pow_one]
        ring
      refine ((hq.const_mul _).fun_add ((hasDerivAt_phase ha 0 x).const_mul _)).congr_deriv ?_
      simp only [lorentzian, add_zero]
      field_simp
      ring
    have hbot := ((hlim atBot tendsto_inv_atBot_zero (eventually_ne_atBot 0)).const_mul
      (1 / (2 * π ^ 2))).add ((phase_limits ha 0).1.const_mul (1 / (2 * π ^ 2 * a)))
    have htop := ((hlim atTop tendsto_inv_atTop_zero (eventually_ne_atTop 0)).const_mul
      (1 / (2 * π ^ 2))).add ((phase_limits ha 0).2.const_mul (1 / (2 * π ^ 2 * a)))
    rw [bubble, integral_of_hasDerivAt_of_tendsto hd hint hbot htop, lorentzian]
    have h2 : (0 : ℝ) ^ 2 + (a + a) ^ 2 = 4 * a ^ 2 := by ring
    rw [h2]
    field_simp
    ring
  · -- generic case: partial fractions give logarithms and arctangents
    have hD : w ^ 2 + (a + b) ^ 2 ≠ 0 := by positivity
    have hlim : ∀ l : Filter ℝ, Tendsto (fun x : ℝ => x⁻¹) l (𝓝 0) → (∀ᶠ x in l, x ≠ 0) →
        Tendsto (fun x : ℝ => Real.log ((x + w) ^ 2 + b ^ 2) - Real.log ((x + 0) ^ 2 + a ^ 2))
          l (𝓝 0) := by
      intro l hl hne
      have hc : ContinuousAt (fun u : ℝ =>
          ((1 + w * u) ^ 2 + b ^ 2 * u ^ 2) / (1 + a ^ 2 * u ^ 2)) 0 :=
        ContinuousAt.div (by fun_prop) (by fun_prop) (by norm_num)
      have ht := (hc.log (by norm_num)).tendsto.comp hl
      norm_num at ht
      refine ht.congr' (hne.mono fun x hx => ?_)
      have h1 : x ^ 2 + a ^ 2 ≠ 0 := by positivity
      have h2 : 1 + a ^ 2 * x⁻¹ ^ 2 = (x ^ 2 + a ^ 2) / x ^ 2 := by field_simp
      have h3 : (1 + w * x⁻¹) ^ 2 + b ^ 2 * x⁻¹ ^ 2 = ((x + w) ^ 2 + b ^ 2) / x ^ 2 := by
        field_simp
      have h4 : (x + w) ^ 2 + b ^ 2 ≠ 0 := by positivity
      simp only [Function.comp_apply, add_zero, h2, h3]
      rw [← Real.log_div h4 h1]
      congr 1
      field_simp
    have hlog : ∀ c g x : ℝ, 0 < g → HasDerivAt (fun x : ℝ => Real.log ((x + c) ^ 2 + g ^ 2))
        (2 * (x + c) / ((x + c) ^ 2 + g ^ 2)) x := by
      intro c g x hg
      refine (((((hasDerivAt_id' x).add_const c).fun_pow 2).add_const (g ^ 2)).log
        (by positivity)).congr_deriv ?_
      simp only [Nat.cast_ofNat, Nat.reduceSub, pow_one, mul_one]
    let K : ℝ := a * b / (π ^ 2 * ((w ^ 2 + (a - b) ^ 2) * (w ^ 2 + (a + b) ^ 2)))
    let p : ℝ := (w ^ 2 + b ^ 2 - a ^ 2) / a
    let q : ℝ := (w ^ 2 + a ^ 2 - b ^ 2) / b
    have hd : ∀ x : ℝ, HasDerivAt (fun x : ℝ => K * (w * (Real.log ((x + w) ^ 2 + b ^ 2)
        - Real.log ((x + 0) ^ 2 + a ^ 2)) + p * Real.arctan ((x + 0) / a)
        + q * Real.arctan ((x + w) / b))) (lorentzian a x * lorentzian b (x + w)) x := by
      intro x
      have hP : x ^ 2 + a ^ 2 ≠ 0 := by positivity
      have hQ : (x + w) ^ 2 + b ^ 2 ≠ 0 := by positivity
      refine ((((((hlog w b x hb).fun_sub (hlog 0 a x ha)).const_mul w).fun_add
        ((hasDerivAt_phase ha 0 x).const_mul p)).fun_add
        ((hasDerivAt_phase hb w x).const_mul q)).const_mul K).congr_deriv ?_
      simp only [lorentzian, add_zero, K, p, q]
      field_simp
      ring
    have hbot := ((((hlim atBot tendsto_inv_atBot_zero (eventually_ne_atBot 0)).const_mul w).add
      ((phase_limits ha 0).1.const_mul p)).add ((phase_limits hb w).1.const_mul q)).const_mul K
    have htop := ((((hlim atTop tendsto_inv_atTop_zero (eventually_ne_atTop 0)).const_mul w).add
      ((phase_limits ha 0).2.const_mul p)).add ((phase_limits hb w).2.const_mul q)).const_mul K
    rw [bubble, integral_of_hasDerivAt_of_tendsto hd hint hbot htop]
    simp only [lorentzian, K, p, q]
    field_simp
    ring
```

## Levels away from zero energy

Let the levels sit at $e_1$ and $e_2$. Substituting $y=x-e_1$ gives

$$\int A_a(x-e_1)\,A_b(x+w-e_2)\,dx=\int A_a(y)\,A_b\bigl(y+w-(e_2-e_1)\bigr)\,dy=A_{a+b}\bigl(w-(e_2-e_1)\bigr).$$

The line is centred at the level spacing, and its half-width is still the sum. For simulated spectra this means that giving both levels a Lorentzian half-width $g$ produces a transition of half-width $2g$, within this two-level bubble without occupation factors. The proof uses the invariance of the integral under translation, `integral_sub_right_eq_self`.

```lean
/-- Two levels at energies `e₁` and `e₂` with half-widths `a, b > 0` give a bubble that is a
Lorentzian in `w`, centred at `e₂ - e₁`, with half-width `a + b`. -/
theorem interband_bubble {a b : ℝ} (ha : 0 < a) (hb : 0 < b) (e₁ e₂ w : ℝ) :
    ∫ x : ℝ, lorentzian a (x - e₁) * lorentzian b (x + w - e₂)
      = lorentzian (a + b) (w - (e₂ - e₁)) := by
  rw [← bubble_eq_lorentzian ha hb]
  -- shift the integration energy by the first level
  refine Eq.trans ?_ (integral_sub_right_eq_self (μ := volume)
    (fun x : ℝ => lorentzian a x * lorentzian b (x + (w - (e₂ - e₁)))) e₁)
  refine integral_congr_ae (Eventually.of_forall fun x => ?_)
  have h : x - e₁ + (w - (e₂ - e₁)) = x + w - e₂ := by ring
  simp only [h]
```

## Equal widths

For $a=b=g$ the addition law becomes

$$B_{g,g}(w)=\frac{2g/\pi}{w^2+4g^2}.$$

```lean
/-- For equal half-widths `g > 0` the bubble is `(2g/π) / (w² + 4g²)` at every real frequency. -/
theorem bubble_equal_widths {g : ℝ} (hg : 0 < g) (w : ℝ) :
    bubble g g w = (2 * g / π) / (w ^ 2 + 4 * g ^ 2) := by
  rw [bubble_eq_lorentzian hg hg, lorentzian]
  congr 1 <;> ring
```

## Where the line falls to half its height

With $s=a+b$, the condition $B_{a,b}(w)=\tfrac12B_{a,b}(0)$ reads

$$\frac{s/\pi}{w^2+s^2}=\frac{s/\pi}{2s^2},$$

that is, $w^2=s^2$, or $|w|=a+b$. For equal widths this is $|w|=2g$. The theorem is an equivalence, so there are no other half-maximum frequencies. Its forward direction cancels the common factor $s/\pi$ and compares squares; the reverse direction substitutes $w^2=s^2$.

```lean
/-- For half-widths `a, b > 0` the bubble has half its zero-frequency value exactly at the
frequencies with `|w| = a + b`. -/
theorem bubble_half_maximum {a b : ℝ} (ha : 0 < a) (hb : 0 < b) (w : ℝ) :
    bubble a b w = bubble a b 0 / 2 ↔ |w| = a + b := by
  have hpi := Real.pi_pos
  have hs : 0 < a + b := by positivity
  have hc : (a + b) / π ≠ 0 := by positivity
  rw [bubble_eq_lorentzian ha hb, bubble_eq_lorentzian ha hb, lorentzian, lorentzian, div_div _ _ 2,
    div_eq_div_iff (by positivity) (by positivity)]
  constructor
  · intro h
    have h1 := mul_left_cancel₀ hc h
    have h2 : |w| ^ 2 = (a + b) ^ 2 := by rw [sq_abs]; linarith
    exact (sq_eq_sq₀ (abs_nonneg w) hs.le).mp h2
  · intro h
    have h1 : w ^ 2 = (a + b) ^ 2 := by rw [← sq_abs, h]
    rw [h1]
    ring
```

## The zero-frequency value

At $w=0$ the equal-width formula gives

$$B_{g,g}(0)=\frac{2g/\pi}{4g^2}=\frac{1}{2\pi g},\qquad B_{2g,2g}(0)=\frac{1}{4\pi g}=\frac12B_{g,g}(0).$$

Doubling the half-width of both levels halves the peak. The Lean proof establishes the formula for an arbitrary positive half-width `k` and uses it at `g` and at `2 * g`.

```lean
/-- For `g > 0` the zero-frequency bubble of equal half-widths `g` is `1/(2πg)`, and doubling
`g` halves it. -/
theorem bubble_zero_frequency {g : ℝ} (hg : 0 < g) :
    bubble g g 0 = 1 / (2 * π * g) ∧ bubble (2 * g) (2 * g) 0 = bubble g g 0 / 2 := by
  have hpi := Real.pi_pos
  have h : ∀ k : ℝ, 0 < k → bubble k k 0 = 1 / (2 * π * k) := by
    intro k hk
    have h0 : (0 : ℝ) ^ 2 + 4 * k ^ 2 = 4 * k ^ 2 := by ring
    rw [bubble_equal_widths hk, h0, div_div, div_eq_div_iff (by positivity) (by positivity)]
    ring
  refine ⟨h g hg, ?_⟩
  rw [h (2 * g) (by positivity), h g hg, div_div]
  congr 1
  ring

end

end KuboBubble
```

```lean
#print axioms KuboBubble.bubble_eq_lorentzian
#print axioms KuboBubble.interband_bubble
#print axioms KuboBubble.bubble_half_maximum
#print axioms KuboBubble.bubble_zero_frequency
```

```
'KuboBubble.bubble_eq_lorentzian' depends on axioms: [propext, Classical.choice, Quot.sound]
'KuboBubble.interband_bubble' depends on axioms: [propext, Classical.choice, Quot.sound]
'KuboBubble.bubble_half_maximum' depends on axioms: [propext, Classical.choice, Quot.sound]
'KuboBubble.bubble_zero_frequency' depends on axioms: [propext, Classical.choice, Quot.sound]
```

## What occupation factors would change

In the Kubo formula for the optical conductivity, the integrand also carries the Fermi factor $[f(x)-f(x+w)]/w$, which the bubble above leaves out. At zero temperature, with both levels centred at the chemical potential and $w>0$, this factor restricts the energies to a window:

$$\frac1w\int_{-w}^{0}A_g(x)\,A_g(x+w)\,dx .$$

The logarithms in $F$ would then survive at the endpoints, and the line would no longer be a Lorentzian. As $w\to0$ the value would tend to $A_g(0)^2=1/(\pi g)^2$, which falls to a quarter, not a half, when $g$ doubles. For this single pair of levels, the halving derived above therefore relies on integrating over all energies with equal weight. Summing the same limit over a wide, uniform band of level energies $e$ would bring the halving back, since $\int_{-\infty}^{\infty}A_g(e)^2\,de=B_{g,g}(0)=1/(2\pi g)$.
